# An ideal x pulse of angle $b$ takes the order-$n$ coherence of $n$ spins 1/2 to order $-n$ with amplitude $\sin^{2n}(b/2)$

In multiple-quantum NMR, a $\pi$ pulse halfway through an evolution period reverses the coherence order, so that phase gathered from static offsets in the first half is undone in the second. If the flip angle misses $\pi$, only part of the coherence is reversed. For the highest order of $n$ spins 1/2, that part has a closed form.

## The inversion amplitude

Let $P=I_+^{\otimes n}$ and $Q=I_-^{\otimes n}$, with coherence orders $n$ and $-n$, and let $U=e^{-ibF_x}$ with $F_x=\sum_k I_{x,k}$ and $b$ real. Then

$$\frac{\operatorname{tr}(Q^\dagger UPU^\dagger)}{\operatorname{tr}(Q^\dagger Q)}=\sin^{2n}(b/2).$$

The amplitude for remaining in $P$ is $\cos^{2n}(b/2)$. For $n\ge1$, inversion has amplitude 1 exactly when $b$ is an odd multiple of $\pi$.

## Pulses applied spin by spin

A spin-dynamics code can exponentiate the $2^n\times2^n$ matrix $F_x$ or apply a $2\times2$ rotation to each spin. The two agree for an ideal pulse with the same angle on every spin, and the amplitude above gives a reference value for either. At $b=170^\circ$ it is about 0.992 for one spin and 0.970 for four.

## One spin, then $n$ spins

Write $c=\cos(b/2)$, $s=\sin(b/2)$, and

$$H=\begin{pmatrix}1&1\\1&-1\end{pmatrix},\qquad K=\tfrac12H=H^{-1}.$$

Then $HI_zK=I_x$. In $H^{\otimes n}I_{z,k}K^{\otimes n}$ every other spin contributes $HK=1$, so summing over $k$ gives $H^{\otimes n}F_zK^{\otimes n}=F_x$.

$F_z$ is diagonal with entries $\sum_k m_k$, where $m_k=\pm\frac12$. Its exponential has entries $e^{-ib\sum_k m_k}=\prod_k e^{-ibm_k}$, a tensor product of phases. Changing basis back gives $U=u^{\otimes n}$ with

$$u=H\begin{pmatrix}e^{-ib/2}&0\\0&e^{ib/2}\end{pmatrix}K=\begin{pmatrix}c&-is\\-is&c\end{pmatrix}.$$

For one spin,

$$uI_+u^\dagger=\begin{pmatrix}isc&c^2\\s^2&-isc\end{pmatrix}.$$

The trace with $I_-^\dagger$ picks out the lower-left entry, $s^2$; the trace with $I_+^\dagger$ picks out the upper-right entry, $c^2$. Products, adjoints and traces of tensor products factorise, so $n$ spins give $s^{2n}$ and $c^{2n}$. The denominators are $1^n=1$.

If $n\ge1$, $s^{2n}=1$ means $s^2=1$, hence $c=0$ and $b=(2m+1)\pi$ for an integer $m$.

## The Lean file

`tensor_mul`, `tensor_adjoint` and `trace_tensor` supply the factorisation; the first and last exchange a product of sums for a sum over configurations. `order_tensor` compares matrix entries: each spin contributes its own order $q$, and the sum is $nq$.

`pulse_eq_tensor` carries out the change of basis, using `Matrix.exp_conj` to move it outside the exponential and `Matrix.exp_diagonal` for the phases. `trace_pulse` then reduces the overlap to single-spin traces, which the two amplitude theorems evaluate as `h1`. The last theorem removes the power $n$ using `hn`, then applies $s^2+c^2=1$.

```lean
import Mathlib

open Matrix Finset

namespace CoherenceOrderInversion

noncomputable section

/-- Operators on `n` spins 1/2, as matrices between spin configurations. -/
abbrev Op (n : ℕ) := Matrix (Fin n → Fin 2) (Fin n → Fin 2) ℂ

/-- The magnetic quantum numbers 1/2 (up) and -1/2 (down). -/
def mz : Fin 2 → ℂ := ![1/2, -1/2]

/-- The single-spin operator `I_z`. -/
def Iz : Matrix (Fin 2) (Fin 2) ℂ := diagonal mz

/-- The single-spin operator `I_x`. -/
def Ix : Matrix (Fin 2) (Fin 2) ℂ := !![0, 1/2; 1/2, 0]

/-- The single-spin raising operator `I+`. -/
def Ip : Matrix (Fin 2) (Fin 2) ℂ := !![0, 1; 0, 0]

/-- The single-spin lowering operator `I-`. -/
def Im : Matrix (Fin 2) (Fin 2) ℂ := !![0, 0; 1, 0]

variable {n : ℕ}

/-- The tensor product of one operator for each spin. -/
def tensor (A : Fin n → Matrix (Fin 2) (Fin 2) ℂ) : Op n :=
  fun s t => ∏ k, A k (s k) (t k)

/-- The operator `A` acting on spin `k` alone. -/
def site (k : Fin n) (A : Matrix (Fin 2) (Fin 2) ℂ) : Op n :=
  tensor (Function.update (fun _ => 1) k A)

/-- The total operator, the sum of `A` over all spins. -/
def total (n : ℕ) (A : Matrix (Fin 2) (Fin 2) ℂ) : Op n := ∑ k, site k A

/-- The pulse propagator `exp(-i b Fx)`. -/
def pulse (n : ℕ) (b : ℝ) : Op n :=
  NormedSpace.exp ((-(Complex.I * b)) • total n Ix)

/-- The rotation of a single spin about x by the angle `b`. -/
def rot (b : ℝ) : Matrix (Fin 2) (Fin 2) ℂ :=
  !![(Real.cos (b/2) : ℂ), -(Complex.I * (Real.sin (b/2) : ℂ));
     -(Complex.I * (Real.sin (b/2) : ℂ)), (Real.cos (b/2) : ℂ)]

/-- The amplitude with which a pulse of angle `b` carries `A` into `B`, for `B ≠ 0`. -/
def amplitude (b : ℝ) (A B : Op n) : ℂ :=
  trace (Bᴴ * (pulse n b * A * (pulse n b)ᴴ)) / trace (Bᴴ * B)

/-- Tensor products multiply spin by spin. -/
theorem tensor_mul (A B : Fin n → Matrix (Fin 2) (Fin 2) ℂ) :
    tensor A * tensor B = tensor (fun k => A k * B k) := by
  ext s t
  simp only [tensor, Matrix.mul_apply, Finset.prod_univ_sum, Fintype.piFinset_univ,
    Finset.prod_mul_distrib]

/-- The trace of a tensor product is the product of the single-spin traces. -/
theorem trace_tensor (A : Fin n → Matrix (Fin 2) (Fin 2) ℂ) :
    trace (tensor A) = ∏ k, trace (A k) := by
  simp only [tensor, Matrix.trace, Matrix.diag_apply, Finset.prod_univ_sum,
    Fintype.piFinset_univ]

/-- The adjoint of a tensor product is the tensor product of the adjoints. -/
theorem tensor_adjoint (A : Fin n → Matrix (Fin 2) (Fin 2) ℂ) :
    (tensor A)ᴴ = tensor (fun k => (A k)ᴴ) := by
  ext s t
  change star (∏ k, A k (t k) (s k)) = ∏ k, star (A k (t k) (s k))
  exact map_prod (starRingEnd ℂ) (fun k => A k (t k) (s k)) Finset.univ

private lemma tensor_diagonal (d : Fin n → Fin 2 → ℂ) :
    tensor (fun k => diagonal (d k)) = diagonal (fun s => ∏ k, d k (s k)) := by
  ext s t
  by_cases h : s = t
  · subst h
    simp [tensor]
  · obtain ⟨k, hk⟩ := Function.ne_iff.1 h
    rw [Matrix.diagonal_apply_ne _ h]
    exact Finset.prod_eq_zero (Finset.mem_univ k) (Matrix.diagonal_apply_ne _ hk)

private lemma total_Iz : total n Iz = diagonal (fun s => ∑ k, mz (s k)) := by
  have hsite (k : Fin n) : site k Iz = diagonal (fun s => mz (s k)) := by
    have h : Function.update (fun _ => 1) k Iz =
        fun j => diagonal (Function.update (fun _ _ => (1 : ℂ)) k mz j) := by
      funext j
      by_cases hj : j = k
      · subst hj
        simp [Iz]
      · simp [hj]
    rw [site, h, tensor_diagonal]
    congr 1
    funext s
    rw [Finset.prod_eq_single k]
    · simp
    · intro j _ hj
      simp [hj]
    · simp
  ext s t
  rw [total, Matrix.sum_apply]
  by_cases h : s = t
  · subst h
    simp [hsite]
  · simp [hsite, h]

/-- If `A` has coherence order `q` for one spin, its `n`-fold tensor power has order `n q`. -/
theorem order_tensor (A : Matrix (Fin 2) (Fin 2) ℂ) (q : ℂ)
    (hA : Iz * A - A * Iz = q • A) :
    total n Iz * tensor (fun _ => A) - tensor (fun _ => A) * total n Iz =
      (n * q) • tensor (fun _ => A) := by
  rw [total_Iz]
  ext s t
  simp only [Matrix.sub_apply, Matrix.diagonal_mul, Matrix.mul_diagonal,
    Matrix.smul_apply, smul_eq_mul]
  -- each spin contributes its own order q
  have h (k : Fin n) : (mz (s k) - mz (t k)) * tensor (fun _ => A) s t =
      q * tensor (fun _ => A) s t := by
    have hk := congrFun (congrFun hA (s k)) (t k)
    simp only [Iz, Matrix.sub_apply, Matrix.diagonal_mul, Matrix.mul_diagonal,
      Matrix.smul_apply, smul_eq_mul] at hk
    have hp : tensor (fun _ => A) s t =
        A (s k) (t k) * ∏ j ∈ Finset.univ.erase k, A (s j) (t j) :=
      (Finset.mul_prod_erase Finset.univ (fun j => A (s j) (t j)) (Finset.mem_univ k)).symm
    rw [hp]
    linear_combination (∏ j ∈ Finset.univ.erase k, A (s j) (t j)) * hk
  have hs : ∑ k, (mz (s k) - mz (t k)) * tensor (fun _ => A) s t =
      ∑ _k : Fin n, q * tensor (fun _ => A) s t := Finset.sum_congr rfl fun k _ => h k
  rw [← Finset.sum_mul, Finset.sum_sub_distrib, Finset.sum_const, Finset.card_univ,
    Fintype.card_fin, nsmul_eq_mul] at hs
  linear_combination hs

/-- The tensor powers of `I+` and `I-` have coherence orders `n` and `-n`. -/
theorem coherence_orders (n : ℕ) :
    total n Iz * tensor (fun _ => Ip) - tensor (fun _ => Ip) * total n Iz =
      (n : ℂ) • tensor (fun _ => Ip) ∧
    total n Iz * tensor (fun _ => Im) - tensor (fun _ => Im) * total n Iz =
      (-n : ℂ) • tensor (fun _ => Im) := by
  constructor
  · simpa only [mul_one] using order_tensor (n := n) Ip 1 (by
      ext i j
      fin_cases i <;> fin_cases j <;> norm_num [Iz, mz, Ip, Matrix.vecMul_diagonal])
  · simpa only [mul_neg, mul_one] using order_tensor (n := n) Im (-1) (by
      ext i j
      fin_cases i <;> fin_cases j <;> norm_num [Iz, mz, Im, Matrix.vecMul_diagonal])

/-- The pulse `exp(-i b Fx)` rotates every spin separately about x by the angle `b`. -/
theorem pulse_eq_tensor (n : ℕ) (b : ℝ) : pulse n b = tensor (fun _ => rot b) := by
  let H : Matrix (Fin 2) (Fin 2) ℂ := !![1, 1; 1, -1]
  let K : Matrix (Fin 2) (Fin 2) ℂ := !![1/2, 1/2; 1/2, -1/2]
  have hH : H * K = 1 := by
    ext i j
    fin_cases i <;> fin_cases j <;> norm_num [H, K, Matrix.mul_apply, Fin.sum_univ_two]
  have hX : H * Iz * K = Ix := by
    ext i j
    fin_cases i <;> fin_cases j <;>
      norm_num [H, K, Iz, Ix, mz, Matrix.mul_apply, Fin.sum_univ_two, Matrix.vecMul_diagonal]
  have hT : tensor (fun _ : Fin n => H) * tensor (fun _ => K) = 1 := by
    rw [tensor_mul]
    simp only [hH]
    simpa using tensor_diagonal (fun (_ : Fin n) (_ : Fin 2) => (1 : ℂ))
  have hu : IsUnit (tensor (fun _ : Fin n => H)) :=
    (Matrix.isUnit_iff_isUnit_det _).2 (Matrix.isUnit_det_of_right_inverse hT)
  have hinv := Matrix.inv_eq_right_inv hT
  -- the change of basis carries Fz to Fx
  have hF : total n Ix = tensor (fun _ => H) * total n Iz * tensor (fun _ => K) := by
    simp only [total, Finset.mul_sum, Finset.sum_mul]
    refine Finset.sum_congr rfl fun k _ => ?_
    unfold site
    rw [tensor_mul, tensor_mul]
    congr 1
    funext j
    by_cases h : j = k
    · subst h
      simp only [Function.update_self]
      exact hX.symm
    · simp only [Function.update_of_ne h]
      rw [mul_one, hH]
  -- the exponential of the diagonal Fz is a product of phases
  have hz : NormedSpace.exp ((-(Complex.I * b)) • total n Iz) =
      tensor (fun _ => diagonal (fun a => Complex.exp (-(Complex.I * b) * mz a))) := by
    have he (v : (Fin n → Fin 2) → ℂ) (s : Fin n → Fin 2) :
        NormedSpace.exp v s = Complex.exp (v s) := by
      rw [Complex.exp_eq_exp_ℂ]
      simp
    rw [total_Iz, ← Matrix.diagonal_smul, Matrix.exp_diagonal, tensor_diagonal]
    congr 1
    funext s
    rw [he]
    simp only [Pi.smul_apply, smul_eq_mul, Finset.mul_sum, Complex.exp_sum]
  have hc : (-(Complex.I * b)) • total n Ix = tensor (fun _ => H) *
      ((-(Complex.I * b)) • total n Iz) * (tensor (fun _ => H))⁻¹ := by
    rw [hinv, hF, Matrix.mul_smul, Matrix.smul_mul]
  rw [pulse, hc, Matrix.exp_conj _ _ hu, hz, hinv, tensor_mul, tensor_mul]
  congr 1
  funext _
  have e0 : Complex.exp (-(Complex.I * b) * mz 0) =
      (Real.cos (b/2) : ℂ) - (Real.sin (b/2) : ℂ) * Complex.I := by
    have h : -(Complex.I * b) * mz 0 = (-((b : ℂ)/2)) * Complex.I := by
      rw [show mz 0 = 1/2 from rfl]
      ring
    rw [h, Complex.exp_mul_I, Complex.cos_neg, Complex.sin_neg]
    push_cast
    ring
  have e1 : Complex.exp (-(Complex.I * b) * mz 1) =
      (Real.cos (b/2) : ℂ) + (Real.sin (b/2) : ℂ) * Complex.I := by
    have h : -(Complex.I * b) * mz 1 = ((b : ℂ)/2) * Complex.I := by
      rw [show mz 1 = -1/2 from rfl]
      ring
    rw [h, Complex.exp_mul_I]
    push_cast
    ring
  unfold rot
  generalize Real.cos (b/2) = c at *
  generalize Real.sin (b/2) = s at *
  ext i j
  fin_cases i <;> fin_cases j <;>
    simp only [H, K, Matrix.mul_apply, Fin.sum_univ_two, Matrix.diagonal_apply] <;>
    simp [-neg_mul, e0, e1] <;> ring

/-- Under a pulse, the overlap of two product operators is a product of single-spin overlaps. -/
theorem trace_pulse (b : ℝ) (A B : Fin n → Matrix (Fin 2) (Fin 2) ℂ) :
    trace ((tensor B)ᴴ * (pulse n b * tensor A * (pulse n b)ᴴ)) =
      ∏ k, trace ((B k)ᴴ * (rot b * A k * (rot b)ᴴ)) := by
  simp only [pulse_eq_tensor, tensor_adjoint, tensor_mul, trace_tensor]

private lemma norm_tensor (A : Matrix (Fin 2) (Fin 2) ℂ) (hA : trace (Aᴴ * A) = 1) :
    trace ((tensor (fun _ : Fin n => A))ᴴ * tensor (fun _ => A)) = 1 := by
  simp only [tensor_adjoint, tensor_mul, trace_tensor, hA, Finset.prod_const_one]

/-- A pulse of angle `b` carries the tensor power of `I+` (order `n`) into that of `I-`
(order `-n`) with amplitude `sin(b/2)^(2n)`. -/
theorem coherence_inversion (n : ℕ) (b : ℝ) :
    amplitude b (tensor (fun _ : Fin n => Ip)) (tensor (fun _ => Im)) =
      (Real.sin (b/2) : ℂ) ^ (2 * n) := by
  have h1 : trace (Imᴴ * (rot b * Ip * (rot b)ᴴ)) = (Real.sin (b/2) : ℂ) ^ 2 := by
    unfold rot
    generalize Real.cos (b/2) = c
    generalize Real.sin (b/2) = s
    simp only [Matrix.trace_fin_two, Matrix.mul_apply, Fin.sum_univ_two,
      Matrix.conjTranspose_apply]
    simp [Ip, Im]
    linear_combination (-(s : ℂ) ^ 2) * Complex.I_sq
  rw [amplitude, norm_tensor Im (by
    simp [Matrix.trace_fin_two, Matrix.mul_apply, Fin.sum_univ_two, Im]), div_one, trace_pulse]
  simp only [h1]
  rw [Finset.prod_const, Finset.card_univ, Fintype.card_fin, ← pow_mul]

/-- The tensor power of `I+` is carried into itself with amplitude `cos(b/2)^(2n)`. -/
theorem coherence_retention (n : ℕ) (b : ℝ) :
    amplitude b (tensor (fun _ : Fin n => Ip)) (tensor (fun _ => Ip)) =
      (Real.cos (b/2) : ℂ) ^ (2 * n) := by
  have h1 : trace (Ipᴴ * (rot b * Ip * (rot b)ᴴ)) = (Real.cos (b/2) : ℂ) ^ 2 := by
    unfold rot
    generalize Real.cos (b/2) = c
    generalize Real.sin (b/2) = s
    simp only [Matrix.trace_fin_two, Matrix.mul_apply, Fin.sum_univ_two,
      Matrix.conjTranspose_apply]
    simp [Ip]
    ring
  rw [amplitude, norm_tensor Ip (by
    simp [Matrix.trace_fin_two, Matrix.mul_apply, Fin.sum_univ_two, Ip]), div_one, trace_pulse]
  simp only [h1]
  rw [Finset.prod_const, Finset.card_univ, Fintype.card_fin, ← pow_mul]

/-- For at least one spin, the inversion amplitude is 1 exactly when the flip angle is an
odd multiple of `π`. -/
theorem complete_inversion_iff (hn : n ≠ 0) (b : ℝ) :
    amplitude b (tensor (fun _ : Fin n => Ip)) (tensor (fun _ => Im)) = 1 ↔
      ∃ m : ℤ, b = (2 * m + 1) * Real.pi := by
  rw [coherence_inversion, ← Complex.ofReal_pow, Complex.ofReal_eq_one, pow_mul,
    pow_eq_one_iff_of_nonneg (sq_nonneg _) hn]
  have hsc := Real.sin_sq_add_cos_sq (b/2)
  constructor
  · intro h
    have hc : Real.cos (b/2) = 0 := (pow_eq_zero_iff two_ne_zero).1 (by linarith)
    obtain ⟨m, hm⟩ := Real.cos_eq_zero_iff.1 hc
    exact ⟨m, by linarith⟩
  · rintro ⟨m, hm⟩
    have hc : Real.cos (b/2) = 0 := Real.cos_eq_zero_iff.2 ⟨m, by rw [hm]⟩
    rw [hc] at hsc
    linarith

end

end CoherenceOrderInversion
```

```lean
#print axioms CoherenceOrderInversion.coherence_orders
-- 'CoherenceOrderInversion.coherence_orders' depends on axioms: [propext, Classical.choice, Quot.sound]
#print axioms CoherenceOrderInversion.coherence_inversion
-- 'CoherenceOrderInversion.coherence_inversion' depends on axioms: [propext, Classical.choice, Quot.sound]
#print axioms CoherenceOrderInversion.coherence_retention
-- 'CoherenceOrderInversion.coherence_retention' depends on axioms: [propext, Classical.choice, Quot.sound]
#print axioms CoherenceOrderInversion.complete_inversion_iff
-- 'CoherenceOrderInversion.complete_inversion_iff' depends on axioms: [propext, Classical.choice, Quot.sound]
```

## What is fixed, and what a real pulse adds

`Op n` is the type of complex matrices indexed by spin configurations `Fin n → Fin 2`, with 0 for up and 1 for down. `Ip` and `Im` are $I_+$ and $I_-$; `Im` is not an imaginary part. `total n Ix` is $F_x$, and `pulse` is its true matrix exponential, so the product of rotations is proved, not assumed.

`amplitude b A B` is the coefficient of `B` in the rotated `A`, normalised by `B` alone. `norm_tensor` shows that the denominator is 1 in both uses, so no division by zero enters.

`coherence_inversion` and `coherence_retention` hold for every natural $n$ and real $b$. `complete_inversion_iff` requires $n\ne0$, since with no spins the amplitude is 1 at every angle. `coherence_orders` confirms the labels $n$ and $-n$ as commutators with $F_z$.

The closed-form amplitudes are for pulses about x and these two product operators, not intermediate orders. The step left to the user is to identify the laboratory pulse with $e^{-ibF_x}$: this neglects offsets, couplings and relaxation during the pulse, and any variation of $b$ across the sample.
